# Slope and curvature of the fixed-moment energy in a rigid-band Stoner model

In a fixed-spin-moment calculation, one constrains the moment $M$, fills each spin channel to its own Fermi level, and records the energy. The two Fermi levels, with the densities of states there, then help to read the curve $E(M)$: where it is stationary, and whether a stationary moment is stable. Here those readings are derived for two rigid bands with a common continuous density of states, positive inside the band, and a quadratic exchange term.

In Lean 4 with Mathlib:

```lean
import Mathlib

open Set Filter Topology

namespace FixedSpinMoment

noncomputable section
```

## Bands, fillings and energy

Let $N(\varepsilon)$ be the density of states per spin and $a$ the band bottom. Filling one spin channel up to $\mu$ accommodates $F(\mu)=\int_a^\mu N\,d\varepsilon$ electrons.

```lean
/-- Number of electrons per spin in the levels between the band bottom `a` and `μ`. -/
def filling (N : ℝ → ℝ) (a μ : ℝ) : ℝ := ∫ ε in a..μ, N ε
```

Their band energy is $B(\mu)=\int_a^\mu \varepsilon N\,d\varepsilon$.

```lean
/-- Band energy per spin of the levels filled between the band bottom `a` and `μ`. -/
def bandEnergy (N : ℝ → ℝ) (a μ : ℝ) : ℝ := ∫ ε in a..μ, ε * N ε
```

A Fermi level for $q$ electrons is a $\mu$ strictly inside the band $(a,b)$ with $F(\mu)=q$.

```lean
/-- The level `μ` lies inside the band `(a, b)` and accommodates `q` electrons of one spin. -/
structure IsFermiLevel (N : ℝ → ℝ) (a b q μ : ℝ) : Prop where
  mem : μ ∈ Ioo a b
  fill : filling N a μ = q
```

With $n$ electrons in total and $M$ the excess of up over down electrons, the levels $\mu_\pm(M)$ satisfy $F(\mu_\pm)=(n\pm M)/2$ for every $M$ in an open interval $(M_1,M_2)$. In `SpinBands` they are the functions `mup` and `mum`, fixed only by their filling; no smoothness is assumed. Continuity of $N$ excludes divergent van Hove singularities, while a jump at a band edge is harmless because values outside the band play no role.

```lean
/-- Two spin bands with a common continuous density of states, positive inside the band, hold `n`
electrons; `mup M` and `mum M` are the spin Fermi levels at moment `M` in `(M₁, M₂)`. -/
structure SpinBands (N : ℝ → ℝ) (a b n M₁ M₂ : ℝ) (mup mum : ℝ → ℝ) : Prop where
  cont : Continuous N
  pos : ∀ ε ∈ Ioo a b, 0 < N ε
  up : ∀ M ∈ Ioo M₁ M₂, IsFermiLevel N a b ((n + M) / 2) (mup M)
  down : ∀ M ∈ Ioo M₁ M₂, IsFermiLevel N a b ((n - M) / 2) (mum M)
```

The energy is $E(M)=B(\mu_+)+B(\mu_-)-IM^2/4$. The last term is the mean-field exchange energy gained by aligning spins. The Stoner parameter $I$ sets its strength; it is a given constant, and the bands do not relax with $M$.

```lean
/-- Energy at fixed moment `M`: the two band energies minus the exchange term `I M² / 4`. -/
def energy (N : ℝ → ℝ) (a I : ℝ) (mup mum : ℝ → ℝ) (M : ℝ) : ℝ :=
  bandEnergy N a (mup M) + bandEnergy N a (mum M) - I * M ^ 2 / 4
```

The curvature will involve the harmonic mean $N_h=2N_+N_-/(N_++N_-)$, where $N_\pm=N(\mu_\pm)$.

```lean
/-- Harmonic mean of two densities of states `x` and `y`, for `x + y ≠ 0`. -/
def harmonicMean (x y : ℝ) : ℝ := 2 * x * y / (x + y)
```

## How the Fermi levels move

For $x<y$ in the band, $F(y)-F(x)=\int_x^y N\,d\varepsilon>0$, so filling increases strictly.

```lean
variable {N : ℝ → ℝ} {a b n M₁ M₂ M I : ℝ} {mup mum : ℝ → ℝ}

/-- For a continuous density of states that is positive inside the band, the filling increases
strictly with the level up to which the band is filled, from `a` to `b`. -/
theorem filling_strictMonoOn (hN : Continuous N) (hpos : ∀ ε ∈ Ioo a b, 0 < N ε) :
    StrictMonoOn (filling N a) (Icc a b) := by
  intro x hx y hy hxy
  have h1 : 0 < ∫ ε in x..y, N ε :=
    intervalIntegral.intervalIntegral_pos_of_pos_on (hN.intervalIntegrable x y)
      (fun ε hε => hpos ε ⟨lt_of_le_of_lt hx.1 hε.1, lt_of_lt_of_le hε.2 hy.2⟩) hxy
  have h2 := intervalIntegral.integral_add_adjacent_intervals
    (hN.intervalIntegrable (μ := MeasureTheory.volume) a x) (hN.intervalIntegrable x y)
  unfold filling
  linarith
```

$F$ is continuous and rises from $0$ to $F(b)$. The intermediate value theorem gives a level for each filling strictly between, and strict monotonicity makes it unique.

```lean
/-- For a continuous density of states that is positive inside the band, every filling strictly
between empty and full has exactly one Fermi level inside the band. -/
theorem fermiLevel_existsUnique (hab : a < b) (hN : Continuous N)
    (hpos : ∀ ε ∈ Ioo a b, 0 < N ε) {q : ℝ} (hq : q ∈ Ioo 0 (filling N a b)) :
    ∃! μ, IsFermiLevel N a b q μ := by
  have hc : ContinuousOn (filling N a) (Icc a b) := fun x _ =>
    (hN.integral_hasStrictDerivAt a x).hasDerivAt.continuousAt.continuousWithinAt
  have h0 : filling N a a = 0 := by simp [filling]
  obtain ⟨μ, hμ, hfill⟩ := intermediate_value_Ioo hab.le hc (by rw [h0]; exact hq)
  refine ⟨μ, ⟨hμ, hfill⟩, fun ν hν => ?_⟩
  exact (filling_strictMonoOn hN hpos).injOn (Ioo_subset_Icc_self hν.mem)
    (Ioo_subset_Icc_self hμ) (hν.fill.trans hfill.symm)
```

Treat both spins together with $s=\pm1$ and $F(\mu(M))=(n+sM)/2$. First, $\mu$ is continuous: if $e'$ lies in the band and $e'<\mu(M)$, then $F(e')<F(\mu(M))$. This inequality survives a small change of $M$, so the new level still exceeds $e'$; the upper bound is similar. Next, invert $M=s(2F(\mu)-n)$, whose derivative $2sN(\mu)$ is nonzero. Since $s^2=1$,
$$\frac{d\mu}{dM}=\frac{1}{2sN(\mu)}=\frac{s}{2N(\mu)}.$$
`HasDerivAt f d x` says that `f` is differentiable at `x` with derivative `d`.

```lean
/-- For a continuous density of states positive inside the band, the Fermi level of spin
`s = ±1`, with filling `(n + s M) / 2`, moves with the moment at the rate `s / (2 N(μ))`. -/
theorem hasDerivAt_fermiLevel {s : ℝ} {μ : ℝ → ℝ} (hs : s = 1 ∨ s = -1) (hN : Continuous N)
    (hpos : ∀ ε ∈ Ioo a b, 0 < N ε)
    (hμ : ∀ᶠ M' in 𝓝 M, IsFermiLevel N a b ((n + s * M') / 2) (μ M')) :
    HasDerivAt μ (s / (2 * N (μ M))) M := by
  have h0 := hμ.self_of_nhds
  have hmono := filling_strictMonoOn hN hpos
  have hq : Continuous fun M' : ℝ => (n + s * M') / 2 := by fun_prop
  -- strict monotonicity of the filling makes the Fermi level continuous
  have hc : ContinuousAt μ M := by
    rw [ContinuousAt, tendsto_order]
    constructor
    · intro e he
      obtain ⟨e', h1, h2⟩ := exists_between (max_lt he h0.mem.1)
      have hm : e' ∈ Icc a b := ⟨(le_max_right e a).trans h1.le, (h2.trans h0.mem.2).le⟩
      have hlt := hmono hm (Ioo_subset_Icc_self h0.mem) h2
      rw [h0.fill] at hlt
      filter_upwards [hμ, (hq.tendsto M).eventually (lt_mem_nhds hlt)] with M' h3 h4
      have h5 : filling N a e' < filling N a (μ M') := by rw [h3.fill]; exact h4
      exact ((le_max_left e a).trans_lt h1).trans
        ((hmono.lt_iff_lt hm (Ioo_subset_Icc_self h3.mem)).1 h5)
    · intro e he
      obtain ⟨e', h1, h2⟩ := exists_between (lt_min he h0.mem.2)
      have hm : e' ∈ Icc a b := ⟨(h0.mem.1.trans h1).le, h2.le.trans (min_le_right e b)⟩
      have hlt := hmono (Ioo_subset_Icc_self h0.mem) hm h1
      rw [h0.fill] at hlt
      filter_upwards [hμ, (hq.tendsto M).eventually (gt_mem_nhds hlt)] with M' h3 h4
      have h5 : filling N a (μ M') < filling N a e' := by rw [h3.fill]; exact h4
      exact ((hmono.lt_iff_lt (Ioo_subset_Icc_self h3.mem) hm).1 h5).trans
        (h2.trans_le (min_le_left e b))
  -- the moment as a function of the Fermi level, to be inverted
  have hf : HasDerivAt (fun x => s * (2 * filling N a x - n)) (s * (2 * N (μ M))) (μ M) :=
    (((hN.integral_hasStrictDerivAt a (μ M)).hasDerivAt.const_mul 2).sub_const n).const_mul s
  have hp := hpos _ h0.mem
  have hs0 : s ≠ 0 := by rcases hs with rfl | rfl <;> norm_num
  have hne : s * (2 * N (μ M)) ≠ 0 := mul_ne_zero hs0 (by positivity)
  have hinv : ∀ᶠ M' in 𝓝 M, s * (2 * filling N a (μ M') - n) = M' := by
    filter_upwards [hμ] with M' h1
    rw [h1.fill]
    rcases hs with rfl | rfl <;> ring
  refine (HasDerivAt.of_local_left_inverse hc hf hne hinv).congr_deriv ?_
  rw [inv_eq_one_div, div_eq_div_iff hne (by positivity)]
  rcases hs with rfl | rfl <;> ring
```

By the chain rule, the density of states cancels from the band energy:
$$\frac{dB}{dM}=\mu N(\mu)\,\frac{s}{2N(\mu)}=\frac{s\mu}{2}.$$

```lean
/-- For a continuous density of states positive inside the band, the band energy of spin
`s = ±1`, with filling `(n + s M) / 2`, changes with the moment at the rate `s μ / 2`. -/
theorem hasDerivAt_bandEnergy {s : ℝ} {μ : ℝ → ℝ} (hs : s = 1 ∨ s = -1) (hN : Continuous N)
    (hpos : ∀ ε ∈ Ioo a b, 0 < N ε)
    (hμ : ∀ᶠ M' in 𝓝 M, IsFermiLevel N a b ((n + s * M') / 2) (μ M')) :
    HasDerivAt (fun M' => bandEnergy N a (μ M')) (s * μ M / 2) M := by
  have hp := hpos _ hμ.self_of_nhds.mem
  have hg : Continuous fun ε => ε * N ε := by fun_prop
  have h1 : HasDerivAt (bandEnergy N a) (μ M * N (μ M)) (μ M) :=
    (hg.integral_hasStrictDerivAt a (μ M)).hasDerivAt
  refine (h1.comp M (hasDerivAt_fermiLevel hs hN hpos hμ)).congr_deriv ?_
  field_simp
```

Because the interval of moments is open, these rules apply to both spins around each of its points.

```lean
/-- Near a moment in the open interval, the two spin fillings are `(n + s M) / 2` with
`s = 1` and `s = -1`. -/
theorem SpinBands.eventually (h : SpinBands N a b n M₁ M₂ mup mum) (hM : M ∈ Ioo M₁ M₂) :
    (∀ᶠ M' in 𝓝 M, IsFermiLevel N a b ((n + 1 * M') / 2) (mup M')) ∧
    (∀ᶠ M' in 𝓝 M, IsFermiLevel N a b ((n + (-1) * M') / 2) (mum M')) := by
  constructor <;> filter_upwards [Ioo_mem_nhds hM.1 hM.2] with M' h'
  · rw [one_mul]
    exact h.up M' h'
  · rw [show (n + (-1) * M') / 2 = (n - M') / 2 by ring]
    exact h.down M' h'
```

## Slope and curvature

Adding the contributions $\mu_+/2$, $-\mu_-/2$ and $-IM/2$ gives $E'=(\mu_+-\mu_--IM)/2$.

```lean
/-- The slope of the fixed-moment energy is half the difference between the Fermi-level
splitting and the exchange splitting: `E' = (μ₊ - μ₋ - I M) / 2`. -/
theorem hasDerivAt_energy (h : SpinBands N a b n M₁ M₂ mup mum) (hM : M ∈ Ioo M₁ M₂) :
    HasDerivAt (energy N a I mup mum) ((mup M - mum M - I * M) / 2) M := by
  obtain ⟨hu, hd⟩ := h.eventually hM
  have h1 := hasDerivAt_bandEnergy (Or.inl rfl) h.cont h.pos hu
  have h2 := hasDerivAt_bandEnergy (Or.inr rfl) h.cont h.pos hd
  have h3 : HasDerivAt (fun x : ℝ => x ^ 2) (2 * M) M := by
    simpa using hasDerivAt_pow 2 M
  exact ((h1.fun_add h2).fun_sub ((h3.const_mul I).div_const 4)).congr_deriv (by ring)
```

This holds throughout a neighbourhood of $M$, so it may be differentiated again:
$$E''=\frac12\left(\frac1{2N_+}+\frac1{2N_-}-I\right)=\frac12\left(\frac1{N_h}-I\right)=\frac{1-IN_h}{2N_h}.$$

```lean
/-- The curvature of the fixed-moment energy is `E'' = (1 - I Nₕ) / (2 Nₕ)`, with `Nₕ` the
harmonic mean of the densities of states at the two spin Fermi levels. -/
theorem hasDerivAt_deriv_energy (h : SpinBands N a b n M₁ M₂ mup mum) (hM : M ∈ Ioo M₁ M₂) :
    HasDerivAt (deriv (energy N a I mup mum))
      ((1 - I * harmonicMean (N (mup M)) (N (mum M))) /
        (2 * harmonicMean (N (mup M)) (N (mum M)))) M := by
  obtain ⟨hu, hd⟩ := h.eventually hM
  have h1 := hasDerivAt_fermiLevel (Or.inl rfl) h.cont h.pos hu
  have h2 := hasDerivAt_fermiLevel (Or.inr rfl) h.cont h.pos hd
  have hE : deriv (energy N a I mup mum) =ᶠ[𝓝 M]
      fun x => (mup x - mum x - I * x) / 2 := by
    filter_upwards [Ioo_mem_nhds hM.1 hM.2] with x hx
    exact (hasDerivAt_energy h hx).deriv
  have h3 := ((h1.fun_sub h2).fun_sub ((hasDerivAt_id' M).const_mul I)).div_const 2
  refine (h3.congr_of_eventuallyEq hE).congr_deriv ?_
  have hp := h.pos _ (h.up M hM).mem
  have hm := h.pos _ (h.down M hM).mem
  have hsum : N (mup M) + N (mum M) ≠ 0 := by positivity
  unfold harmonicMean
  field_simp
  ring
```

## Stability and the Stoner criterion

The energy is stationary when $\mu_+-\mu_-=IM$. Here $\mu_\pm$ are measured in the unshifted bands; once the exchange shifts $\mp IM/2$ are added, the condition says that the two spin Fermi levels coincide. If $IN_h<1$, then $E''>0$ and the point is a local minimum. If $IN_h>1$, the same test applied to $-E$ gives a local maximum; were the point also a minimum, $E$ would be locally constant and $E''$ zero, a contradiction.

```lean
/-- At a moment where the Fermi-level splitting equals `I M`, the energy has a local minimum
if `I Nₕ < 1` and has none if `I Nₕ > 1`. -/
theorem stationary_moment_stability (h : SpinBands N a b n M₁ M₂ mup mum)
    (hM : M ∈ Ioo M₁ M₂) (hstat : mup M - mum M = I * M) :
    (I * harmonicMean (N (mup M)) (N (mum M)) < 1 → IsLocalMin (energy N a I mup mum) M) ∧
    (1 < I * harmonicMean (N (mup M)) (N (mum M)) →
      ¬ IsLocalMin (energy N a I mup mum) M) := by
  have hp := h.pos _ (h.up M hM).mem
  have hm := h.pos _ (h.down M hM).mem
  have hH : 0 < harmonicMean (N (mup M)) (N (mum M)) := by
    unfold harmonicMean
    positivity
  have hE := hasDerivAt_energy (I := I) h hM
  have hc := hE.continuousAt
  have h1 : deriv (energy N a I mup mum) M = 0 := by
    rw [hE.deriv, hstat]
    ring
  have h2 := (hasDerivAt_deriv_energy (I := I) h hM).deriv
  clear hE
  generalize energy N a I mup mum = E at *
  constructor
  · intro hI
    refine isLocalMin_of_deriv_deriv_pos ?_ h1 hc
    rw [h2]
    exact div_pos (by linarith) (by linarith)
  · intro hI hmin
    have hneg : deriv (deriv E) M < 0 := by
      rw [h2]
      exact div_neg_of_neg_of_pos (by linarith) (by linarith)
    have hd : deriv (fun x => -E x) = fun x => -deriv E x := by
      funext x
      simp
    have hdd : deriv (fun x => -deriv E x) M = -deriv (deriv E) M := by simp
    have hmax : IsLocalMin (fun x => -E x) M :=
      isLocalMin_of_deriv_deriv_pos (by rw [hd, hdd]; linarith) (by rw [hd]; simp [h1]) hc.neg
    -- a point that is both a minimum and a maximum has a flat neighbourhood
    have hlow : ∀ᶠ x in 𝓝 M, E M ≤ E x := hmin
    have hupp : ∀ᶠ x in 𝓝 M, -E M ≤ -E x := hmax
    have hflat : E =ᶠ[𝓝 M] fun _ => E M := by
      filter_upwards [hlow, hupp] with x hx hy
      linarith
    have hz : deriv (deriv fun _ : ℝ => E M) M = 0 := by simp
    have := hflat.deriv.deriv_eq
    linarith
```

At $M=0$ the fillings agree, hence $\mu_+=\mu_-=\mu$ and $N_h=N(\mu)$. The criterion concerns local stability of the unpolarised state: it does not locate the moment that replaces it when $IN(\mu)>1$, and it leaves $IN(\mu)=1$ undecided.

```lean
/-- Stoner criterion: at zero moment the two Fermi levels coincide, and the energy has a local
minimum there if `I N(μ) < 1` and has none if `I N(μ) > 1`. -/
theorem stoner_criterion (h : SpinBands N a b n M₁ M₂ mup mum) (h0 : (0 : ℝ) ∈ Ioo M₁ M₂) :
    mup 0 = mum 0 ∧
    (I * N (mup 0) < 1 → IsLocalMin (energy N a I mup mum) 0) ∧
    (1 < I * N (mup 0) → ¬ IsLocalMin (energy N a I mup mum) 0) := by
  have hu := h.up 0 h0
  have hd := h.down 0 h0
  have heq : mup 0 = mum 0 :=
    (filling_strictMonoOn h.cont h.pos).injOn (Ioo_subset_Icc_self hu.mem)
      (Ioo_subset_Icc_self hd.mem) (by rw [hu.fill, hd.fill]; ring)
  have hp := h.pos _ hd.mem
  have hH : harmonicMean (N (mum 0)) (N (mum 0)) = N (mum 0) := by
    rw [harmonicMean, div_eq_iff (by positivity)]
    ring
  have hs := stationary_moment_stability (I := I) h h0 (by rw [heq]; ring)
  rw [heq, hH] at hs
  exact ⟨heq, by rw [heq]; exact hs⟩
```

## A constant density of states and a gapped one

For $N=1$ on $(0,1)$ and $n=1$, the levels are $\mu_\pm=(1\pm M)/2$, which satisfy every condition in `SpinBands` for $-1<M<1$.

```lean
/-- The constant density of states `1` on the band `(0, 1)` with one electron has the spin Fermi
levels `(1 ± M) / 2` for all moments between `-1` and `1`. -/
theorem spinBands_witness :
    SpinBands (fun _ => 1) 0 1 1 (-1) 1 (fun M => (1 + M) / 2) (fun M => (1 - M) / 2) where
  cont := continuous_const
  pos := fun _ _ => one_pos
  up := by
    rintro M ⟨h1, h2⟩
    exact ⟨⟨by linarith, by linarith⟩, by simp [filling]⟩
  down := by
    rintro M ⟨h1, h2⟩
    exact ⟨⟨by linarith, by linarith⟩, by simp [filling]⟩

end

end FixedSpinMoment
```

Positivity matters. As an informal counter-example, take $N(\varepsilon)=\max(0,|\varepsilon-\tfrac32|-\tfrac12)$ on $(0,3)$ with $n=1$. It vanishes on $[1,2]$, and at $M=0$ both levels may lie anywhere in that gap. As $M\to0^+$, $\mu_+\to2$ and $\mu_-\to1$, so $E'\to\tfrac12$; from the other side $E'\to-\tfrac12$. The energy has a kink at zero moment, and no curvature there.

```lean
#print axioms FixedSpinMoment.fermiLevel_existsUnique
#print axioms FixedSpinMoment.hasDerivAt_bandEnergy
#print axioms FixedSpinMoment.stoner_criterion
```

```
'FixedSpinMoment.fermiLevel_existsUnique' depends on axioms: [propext, Classical.choice, Quot.sound]
'FixedSpinMoment.hasDerivAt_bandEnergy' depends on axioms: [propext, Classical.choice, Quot.sound]
'FixedSpinMoment.stoner_criterion' depends on axioms: [propext, Classical.choice, Quot.sound]
```
